# Image-charge attraction strictly lowers the WKB exponent of a triangular barrier

Let \(m,\varphi,F>0\) and \(a\ge 0\), with \(\hbar=1\). For an electron at the Fermi level, taken as zero energy, and at distance \(x>0\) from a metal surface, define

\[
V_a(x)=\varphi-Fx-\frac ax,\qquad
G(a)=2\int_0^{\varphi/F}\sqrt{2m\max(V_a(x),0)}\,dx .
\]

Here \(m\) is the mass, \(\varphi\) the work function, \(F\) the force from the applied field and \(a\) the strength of the attraction to the image charge; for a metal facing vacuum, \(a=e^2/(16\pi\varepsilon_0)\), with \(e\) the elementary charge and \(\varepsilon_0\) the vacuum permittivity. Then:

- For \(a>0\), \(V_a\) has its maximum \(\varphi-2\sqrt{aF}\) on \(x>0\) at \(x=\sqrt{a/F}\) only.
- If \(0\le a<b\) and \(4aF<\varphi^2\), then \(G(b)<G(a)\).
- For \(a>0\), \(G(a)<2\int_0^{\varphi/F}\sqrt{2m(\varphi-Fx)}\,dx\), the triangular exponent.
- \(G(a)=0\) exactly when \(\varphi^2\le 4aF\).

## Ordering checks for a field-emission code

In a one-dimensional, single-electron field-emission model with tunnelling factor \(e^{-G}\), the triangular exponent is a strict upper bound on \(G(a)\) for \(a>0\). A numerical \(G\) should fall as \(a\) grows and reach zero at \(a=\varphi^2/(4F)\), up to quadrature error.

## From the barrier top to the integral

For \(a>0\), completing the square gives

\[
V_a(x)=\varphi-2\sqrt{aF}-\frac{(\sqrt F\,x-\sqrt a)^2}{x},
\]

and the last term vanishes only at \(x=\sqrt{a/F}\).

If \(4aF\le\varphi^2\), the numerator of \(V_a(x)=(\varphi x-Fx^2-a)/x\) has the roots

\[
x_\pm=\frac{\varphi\pm\sqrt{\varphi^2-4aF}}{2F},\qquad
V_a(x)=\frac{F(x-x_-)(x_+-x)}{x}.
\]

If \(4aF<\varphi^2\), the square root is positive and at most \(\varphi\), so \(0\le x_-<x_+\le\varphi/F\), and \(V_a>0\) between the roots.

Now let \(b>a\). Since \(V_a-V_b=(b-a)/x>0\), the integrand for \(b\) never exceeds that for \(a\). Both are measurable and bounded by \(\sqrt{2m\varphi}\), hence integrable. On \((x_-,x_+)\) we have \(\max(V_b,0)<V_a\), so the integrand drops strictly on an interval of positive length, and \(G(b)<G(a)\).

It would be wrong to infer this strict drop from \(V_b<V_a\) alone: where \(V_a\le 0\), both clipped integrands are zero. If \(\varphi^2\le4aF\), that happens everywhere and \(G(a)=G(b)=0\).

At zero image strength, \(V_0=\varphi-Fx\ge0\) on \((0,\varphi/F]\), so \(G(0)\) is the triangular exponent and the comparison with \(a>0\) follows.

For the zero criterion, use

\[
4F(\varphi x-Fx^2-a)=\varphi^2-4aF-(2Fx-\varphi)^2 .
\]

If \(\varphi^2\le4aF\), the right side is never positive, so the clipped integrand vanishes. Otherwise \(G(a)>G(a+1)\ge0\).

## The Lean file

```lean
import Mathlib

open MeasureTheory Set

namespace SchottkyNordheimBarrier

noncomputable section

/-- Potential barrier at distance `x > 0` from a metal surface: work function `φ`,
field force `F`, and image attraction `a / x`. -/
def barrier (φ F a x : ℝ) : ℝ := φ - F * x - a / x

/-- The smaller root of `φ x - F x ^ 2 - a`, for `F > 0` and `4 a F ≤ φ ^ 2`. If also `φ > 0` and `a
> 0`, it is the classical turning point nearer to the surface. -/
def innerTurningPoint (φ F a : ℝ) : ℝ := (φ - √(φ ^ 2 - 4 * a * F)) / (2 * F)

/-- The larger root of `φ x - F x ^ 2 - a`, for `F > 0` and `4 a F ≤ φ ^ 2`. If also `φ > 0` and `a
> 0`, it is the classical turning point farther from the surface. -/
def outerTurningPoint (φ F a : ℝ) : ℝ := (φ + √(φ ^ 2 - 4 * a * F)) / (2 * F)

/-- The tunnelling exponent (with `ħ = 1`) of a particle of mass `m` at zero energy, computed
with the positive part of the barrier between the surface and `φ / F`, for `F > 0`. -/
def exponent (m φ F a : ℝ) : ℝ :=
  2 * ∫ x in (0 : ℝ)..(φ / F), √(2 * m * max (barrier φ F a x) 0)

/-- The barrier has height `φ - 2 √(a F)` at `x = √(a / F)` and is strictly lower at every
other point outside the metal. -/
theorem schottky_lowering {φ F a : ℝ} (hF : 0 < F) (ha : 0 < a) :
    barrier φ F a (√(a / F)) = φ - 2 * √(a * F) ∧
      ∀ x, 0 < x → x ≠ √(a / F) → barrier φ F a x < φ - 2 * √(a * F) := by
  -- write both strengths as squares
  obtain ⟨s, hs, rfl⟩ : ∃ s, 0 < s ∧ a = s ^ 2 :=
    ⟨√a, Real.sqrt_pos.2 ha, (Real.sq_sqrt ha.le).symm⟩
  obtain ⟨r, hr, rfl⟩ : ∃ r, 0 < r ∧ F = r ^ 2 :=
    ⟨√F, Real.sqrt_pos.2 hF, (Real.sq_sqrt hF.le).symm⟩
  have e1 : √(s ^ 2 / r ^ 2) = s / r := by
    rw [← div_pow, Real.sqrt_sq (div_pos hs hr).le]
  have e2 : √(s ^ 2 * r ^ 2) = s * r := by
    rw [← mul_pow, Real.sqrt_sq (mul_pos hs hr).le]
  rw [e1, e2]
  constructor
  · have h1 : r ^ 2 * (s / r) = s * r := by field_simp
    have h2 : s ^ 2 / (s / r) = s * r := by field_simp
    unfold barrier
    rw [h1, h2]
    ring
  · intro x hx hne
    -- complete the square
    have key : barrier φ (r ^ 2) (s ^ 2) x = φ - 2 * (s * r) - (r * x - s) ^ 2 / x := by
      unfold barrier
      field_simp
      ring
    have hne' : r * x - s ≠ 0 := by
      intro h
      apply hne
      rw [eq_div_iff hr.ne']
      linarith
    have hpos : 0 < (r * x - s) ^ 2 / x := by positivity
    rw [key]
    linarith

/-- For `F > 0`, `4 a F ≤ φ ^ 2` and `x > 0`, the barrier factorises through the two roots
`innerTurningPoint φ F a` and `outerTurningPoint φ F a`. -/
theorem barrier_factor {φ F a x : ℝ} (hF : 0 < F) (h : 4 * a * F ≤ φ ^ 2) (hx : 0 < x) :
    barrier φ F a x =
      F * (x - innerTurningPoint φ F a) * (outerTurningPoint φ F a - x) / x := by
  have hD : √(φ ^ 2 - 4 * a * F) ^ 2 = φ ^ 2 - 4 * a * F := Real.sq_sqrt (by linarith)
  have hsum : F * (innerTurningPoint φ F a + outerTurningPoint φ F a) = φ := by
    unfold innerTurningPoint outerTurningPoint
    field_simp
    ring
  have hprod : F * (innerTurningPoint φ F a * outerTurningPoint φ F a) = a := by
    have h1 : F * (innerTurningPoint φ F a * outerTurningPoint φ F a)
        = (φ ^ 2 - √(φ ^ 2 - 4 * a * F) ^ 2) / (4 * F) := by
      unfold innerTurningPoint outerTurningPoint
      generalize √(φ ^ 2 - 4 * a * F) = D
      field_simp
      ring
    rw [h1, hD, div_eq_iff (by positivity)]
    ring
  have hV : barrier φ F a x * x = φ * x - F * x ^ 2 - a := by
    unfold barrier
    field_simp
  rw [eq_div_iff hx.ne']
  linear_combination hV - x * hsum + hprod

/-- If `4 a F < φ ^ 2`, the two turning points are distinct and lie between the surface
and `φ / F`. -/
theorem turningPoints_order {φ F a : ℝ} (hφ : 0 < φ) (hF : 0 < F) (ha : 0 ≤ a)
    (h : 4 * a * F < φ ^ 2) :
    0 ≤ innerTurningPoint φ F a ∧ innerTurningPoint φ F a < outerTurningPoint φ F a ∧
      outerTurningPoint φ F a ≤ φ / F := by
  have hD : 0 < √(φ ^ 2 - 4 * a * F) := Real.sqrt_pos.2 (by linarith)
  have hDφ : √(φ ^ 2 - 4 * a * F) ≤ φ :=
    Real.sqrt_le_iff.2 ⟨hφ.le, by nlinarith [mul_nonneg ha hF.le]⟩
  unfold innerTurningPoint outerTurningPoint
  refine ⟨div_nonneg (by linarith) (by linarith), ?_, ?_⟩
  · exact div_lt_div_of_pos_right (by linarith) (by linarith)
  · rw [div_le_div_iff₀ (by linarith) hF]
    nlinarith [mul_le_mul_of_nonneg_right hDφ hF.le]

/-- The integrand of the tunnelling exponent is integrable between the surface and `φ / F`. -/
theorem integrand_integrable {m φ F a : ℝ} (hm : 0 < m) (hφ : 0 < φ) (hF : 0 < F)
    (ha : 0 ≤ a) :
    IntervalIntegrable (fun x => √(2 * m * max (barrier φ F a x) 0)) volume 0 (φ / F) := by
  have hmeas : Measurable (fun x => √(2 * m * max (barrier φ F a x) 0)) := by
    unfold barrier
    fun_prop
  -- the barrier never exceeds the work function
  refine IntervalIntegrable.mono_fun' (g := fun _ => √(2 * m * φ))
    intervalIntegrable_const hmeas.aestronglyMeasurable ?_
  refine ae_restrict_of_forall_mem measurableSet_uIoc fun x hx => ?_
  rw [uIoc_of_le (div_pos hφ hF).le] at hx
  have hV : barrier φ F a x ≤ φ := by
    have h1 := div_nonneg ha hx.1.le
    have h2 := mul_pos hF hx.1
    unfold barrier
    linarith
  change ‖√(2 * m * max (barrier φ F a x) 0)‖ ≤ √(2 * m * φ)
  rw [Real.norm_of_nonneg (Real.sqrt_nonneg _)]
  exact Real.sqrt_le_sqrt (mul_le_mul_of_nonneg_left (max_le hV hφ.le) (by linarith))

/-- As long as a classically forbidden region exists, strengthening the image attraction
strictly lowers the tunnelling exponent. -/
theorem exponent_lt_of_image_lt {m φ F a b : ℝ} (hm : 0 < m) (hφ : 0 < φ) (hF : 0 < F)
    (ha : 0 ≤ a) (hab : a < b) (h : 4 * a * F < φ ^ 2) :
    exponent m φ F b < exponent m φ F a := by
  obtain ⟨h0, h12, hL⟩ := turningPoints_order hφ hF ha h
  have hlt : ∀ x, 0 < x → barrier φ F b x < barrier φ F a x := fun x hx => by
    have := div_lt_div_of_pos_right hab hx
    unfold barrier
    linarith
  refine mul_lt_mul_of_pos_left ?_ two_pos
  refine intervalIntegral.integral_lt_integral_of_ae_le_of_measure_setOfPred_lt_ne_zero
    (div_pos hφ hF).le (integrand_integrable hm hφ hF (ha.trans hab.le))
    (integrand_integrable hm hφ hF ha) ?_ ?_
  · refine ae_restrict_of_forall_mem measurableSet_Ioc fun x hx => ?_
    exact Real.sqrt_le_sqrt (mul_le_mul_of_nonneg_left
      (max_le_max (hlt x hx.1).le le_rfl) (by linarith))
  · -- the drop is strict between the turning points
    have hsub : Ioo (innerTurningPoint φ F a) (outerTurningPoint φ F a) ⊆
        {x | √(2 * m * max (barrier φ F b x) 0) < √(2 * m * max (barrier φ F a x) 0)} := by
      intro x hx
      have hx0 : 0 < x := h0.trans_lt hx.1
      have hpos : 0 < barrier φ F a x := by
        rw [barrier_factor hF h.le hx0]
        exact div_pos (mul_pos (mul_pos hF (sub_pos.2 hx.1)) (sub_pos.2 hx.2)) hx0
      exact Real.sqrt_lt_sqrt (mul_nonneg (by linarith) (le_max_right _ _))
        (mul_lt_mul_of_pos_left ((max_lt (hlt x hx0) hpos).trans_le (le_max_left _ _))
          (by linarith))
    have hIoc : Ioo (innerTurningPoint φ F a) (outerTurningPoint φ F a) ⊆ Ioc 0 (φ / F) :=
      fun x hx => ⟨h0.trans_lt hx.1, hx.2.le.trans hL⟩
    refine (lt_of_lt_of_le ?_ (measure_mono hsub)).ne'
    rw [Measure.restrict_apply measurableSet_Ioo, inter_eq_left.2 hIoc, Real.volume_Ioo]
    exact ENNReal.ofReal_pos.2 (sub_pos.2 h12)

/-- The exponent with an image term is strictly smaller than that of the bare triangular
barrier `φ - F x`. -/
theorem exponent_lt_triangular {m φ F a : ℝ} (hm : 0 < m) (hφ : 0 < φ) (hF : 0 < F)
    (ha : 0 < a) :
    exponent m φ F a < 2 * ∫ x in (0 : ℝ)..(φ / F), √(2 * m * (φ - F * x)) := by
  have h := exponent_lt_of_image_lt hm hφ hF le_rfl ha (by nlinarith [pow_pos hφ 2])
  have e : exponent m φ F 0 = 2 * ∫ x in (0 : ℝ)..(φ / F), √(2 * m * (φ - F * x)) := by
    unfold exponent
    congr 1
    refine intervalIntegral.integral_congr fun x hx => ?_
    rw [uIcc_of_le (div_pos hφ hF).le] at hx
    have hx2 : x * F ≤ φ := (le_div_iff₀ hF).1 hx.2
    have hV : barrier φ F 0 x = φ - F * x := by simp [barrier]
    change √(2 * m * max (barrier φ F 0 x) 0) = √(2 * m * (φ - F * x))
    rw [hV, max_eq_left (by linarith)]
  rwa [e] at h

/-- The tunnelling exponent vanishes exactly when `φ ^ 2 ≤ 4 a F`. -/
theorem exponent_eq_zero_iff {m φ F a : ℝ} (hm : 0 < m) (hφ : 0 < φ) (hF : 0 < F)
    (ha : 0 ≤ a) : exponent m φ F a = 0 ↔ φ ^ 2 ≤ 4 * a * F := by
  constructor
  · intro h0
    by_contra hlt
    -- a still stronger image term would make the exponent negative
    have h1 := exponent_lt_of_image_lt hm hφ hF ha (lt_add_one a) (not_le.1 hlt)
    have h2 : 0 ≤ exponent m φ F (a + 1) :=
      mul_nonneg two_pos.le (intervalIntegral.integral_nonneg (div_pos hφ hF).le
        fun x _ => Real.sqrt_nonneg _)
    linarith
  · intro h
    unfold exponent
    rw [intervalIntegral.integral_of_le (div_pos hφ hF).le,
      setIntegral_eq_zero_of_forall_eq_zero, mul_zero]
    intro x hx
    have hx0 : 0 < x := hx.1
    have hV : barrier φ F a x = (φ * x - F * x ^ 2 - a) / x := by
      unfold barrier
      field_simp
    have hnum : φ * x - F * x ^ 2 - a ≤ 0 := by
      by_contra hc
      nlinarith [mul_pos hF (not_le.1 hc), sq_nonneg (2 * F * x - φ)]
    have hle : barrier φ F a x ≤ 0 := by
      rw [hV]
      exact div_nonpos_of_nonpos_of_nonneg hnum hx0.le
    rw [max_eq_right hle, mul_zero, Real.sqrt_zero]

end

end SchottkyNordheimBarrier
```

```lean
#print axioms SchottkyNordheimBarrier.schottky_lowering
-- 'SchottkyNordheimBarrier.schottky_lowering' depends on axioms: [propext, Classical.choice, Quot.sound]
#print axioms SchottkyNordheimBarrier.exponent_lt_triangular
-- 'SchottkyNordheimBarrier.exponent_lt_triangular' depends on axioms: [propext, Classical.choice, Quot.sound]
#print axioms SchottkyNordheimBarrier.exponent_eq_zero_iff
-- 'SchottkyNordheimBarrier.exponent_eq_zero_iff' depends on axioms: [propext, Classical.choice, Quot.sound]
```

## Clipped barrier, single surface, exact integral

`barrier φ F a x` is \(V_a(x)\) and `exponent m φ F a` is \(G(a)\), with all quantities real numbers in consistent units. `innerTurningPoint` and `outerTurningPoint` are \(x_-\) and \(x_+\).

`schottky_lowering` writes \(a=s^2\), \(F=r^2\) and completes the square in `key`. `barrier_factor` obtains the factorisation from the sum and product of the roots, and `turningPoints_order` places them in the integration range. `integrand_integrable` supplies the constant bound.

In `exponent_lt_of_image_lt`, the integral comparison needs an inequality almost everywhere and a set of nonzero measure where it is strict; `hsub` and `hIoc` provide that set from the interval between the turning points. `exponent_lt_triangular` sets the weaker image strength to zero. `exponent_eq_zero_iff` uses the step from `a` to `a + 1` in one direction and the square identity in the other.

The theorems concern the exact integral, not a quadrature rule or floating-point arithmetic. Lean sets \(a/0=0\), which does not affect the integral. Code that samples \(x=0\) should not copy this convention when \(a>0\): it would give the integrand the value \(\sqrt{2m\varphi}\) there, while the limit as \(x\to0^+\) is \(0\).

The barrier shape is assumed: a planar surface, a uniform field and a classical image term down to \(x=0\), without the images in a second electrode that an STM junction would add. The WKB form is also taken as given, so \(G=0\) does not mean perfect transmission. The triangular exponent stays an integral in the file; elementary integration gives \(4\sqrt{2m}\,\varphi^{3/2}/(3F)\), a value these theorems do not state.
